# With dependent columns in V, the block reflector 1 − VTV† can be orthogonal even though T⁻¹ + (T⁻¹)† ≠ V†V

A block Householder reflector in compact form is the matrix 1 − VTV†, where the columns of V are the vectors that define it and T is a small matrix coupling them. The declaration gives one real example in a one-dimensional space: V is the row (1 1), so its two columns are the same unit vector, and T is the 2×2 identity. It states that the reflector is then orthogonal, while T⁻¹ + (T⁻¹)†, which is twice the identity, differs from V†V, whose entries are all 1. The attempt first shows that the reflector equals −1 by computing its single entry, then deduces orthogonality, and refutes the matrix equation by comparing an off-diagonal entry.

Lean 4 with Mathlib refuses this proof:

```lean
import Mathlib

open Matrix

namespace CompactReflector

variable {𝕜 : Type*} [RCLike 𝕜]
variable {n m k : Type*} [Fintype n] [DecidableEq n] [Fintype m] [DecidableEq m]
  [Fintype k] [DecidableEq k]

/-- The compact block Householder form `1 - V T V†`, built from a block of vectors `V`
and a small coupling matrix `T`. -/
def compactReflector {n m : Type*} [DecidableEq n] [Fintype m]
    (V : Matrix n m 𝕜) (T : Matrix m m 𝕜) : Matrix n n 𝕜 :=
  1 - V * T * Vᴴ

/-- For the block `V = (1 1)`, whose columns are dependent, and `T = 1`, the compact reflector
is orthogonal although `T⁻¹ + (T⁻¹)† ≠ V†V`. -/
theorem dependent_columns_counterexample :
    compactReflector (!![1, 1] : Matrix (Fin 1) (Fin 2) ℝ) 1 ∈
        Matrix.unitaryGroup (Fin 1) ℝ ∧
      (1 : Matrix (Fin 2) (Fin 2) ℝ)⁻¹ + ((1 : Matrix (Fin 2) (Fin 2) ℝ)⁻¹)ᴴ ≠
        (!![1, 1] : Matrix (Fin 1) (Fin 2) ℝ)ᴴ * (!![1, 1] : Matrix (Fin 1) (Fin 2) ℝ) := by
  constructor
  · have hQ : compactReflector (!![1, 1] : Matrix (Fin 1) (Fin 2) ℝ) 1 = -1 := by
      ext i j
      fin_cases i <;> fin_cases j <;>
        norm_num [compactReflector, Matrix.mul_apply, Fin.sum_univ_succ]
    rw [Matrix.mem_unitaryGroup_iff', hQ]
    simp
  · intro h
    -- compare the off-diagonal entries
    have h01 := congrFun (congrFun h 0) 1
    simp [Matrix.mul_apply] at h01

end CompactReflector
```

Messages:

```
Main.lean:25:79: error: unsolved goals
case «0».«0»
⊢ 1 - (![1, 1] ᵥ* !![1, 1]ᵀ) 0 = -1
```

What went wrong. The message shows the one entry of `hQ` left unproved. The goal is true, since the remaining product is 1·1 + 1·1 = 2 and 1 − 2 = −1, but `norm_num` did not evaluate that product.

`norm_num` was given `Matrix.mul_apply` to write the entry as a sum, but it also uses Lean's default simplification rules. These rewrote the product of explicit matrices first, as a row vector times a matrix, `![1, 1] ᵥ* !![1, 1]ᵀ`. `Matrix.mul_apply` applies to an entry of a matrix product, so it no longer matched, and neither did the lemma for finite sums.

The repair uses `simp only`, which leaves out the default rules. It removes the factor T = 1, expands the product into a sum of two terms with `Matrix.mul_apply` and `Fin.sum_univ_two`, and unfolds the conjugate transpose entry by entry. `norm_num` then has only explicit entries and arithmetic to evaluate. Putting the two `fin_cases` calls on separate lines is mere tidying, as each index has only one value.

This version goes through:

```diff
@@ -25,6 +25,9 @@
   · have hQ : compactReflector (!![1, 1] : Matrix (Fin 1) (Fin 2) ℝ) 1 = -1 := by
       ext i j
-      fin_cases i <;> fin_cases j <;>
-        norm_num [compactReflector, Matrix.mul_apply, Fin.sum_univ_succ]
+      simp only [compactReflector, Matrix.mul_one, Matrix.sub_apply, Matrix.mul_apply,
+        Fin.sum_univ_two, Matrix.conjTranspose_apply]
+      fin_cases i
+      fin_cases j
+      norm_num
     rw [Matrix.mem_unitaryGroup_iff', hQ]
     simp
```
